# Pauli bounds on the total angular momentum of fermions in orbitals l = 0, …, m − 1

A finite set `s` of natural numbers lists the occupied orbitals, where orbital l carries angular momentum l in units of ħ along a fixed axis and holds at most one electron, so spin plays no part. For k electrons in the orbitals 0, …, m − 1, the theorem says that the total L, the sum of the occupied l, satisfies k(k − 1)/2 ≤ L ≤ km − k(k + 1)/2. These are the values for filling the k lowest and the k highest orbitals; the Lean statement avoids division and subtraction by writing them as k² ≤ 2L + k and 2L + k(k + 1) ≤ 2km. The proof is by induction on the set, adding at each step an orbital `a` above all those already occupied, and leaves the final inequalities to `nlinarith`.

The failing Lean file:

```lean
import Mathlib

open Filter Topology

namespace AngularMomentumBounds

/-- Pauli exclusion bounds the total angular momentum of `k` electrons in the orbitals
`0, …, m - 1` from below and from above. -/
theorem angular_momentum_bounds (s : Finset ℕ) : ∀ m : ℕ, s ⊆ Finset.range m →
    s.card * s.card ≤ 2 * ∑ l ∈ s, l + s.card ∧
    2 * ∑ l ∈ s, l + s.card * (s.card + 1) ≤ 2 * s.card * m := by
  -- induction on the highest occupied orbital
  induction s using Finset.induction_on_max with
  | h0 => intro m _; simp
  | step a s hlt ih =>
    intro m hm
    have ha : a ∉ s := fun h => lt_irrefl a (hlt a h)
    have hs : s ⊆ Finset.range a := fun x hx => Finset.mem_range.mpr (hlt x hx)
    have hk : s.card ≤ a := by simpa using Finset.card_le_card hs
    have ham : a + 1 ≤ m := Finset.mem_range.mp (hm (Finset.mem_insert_self a s))
    obtain ⟨h1, h2⟩ := ih a hs
    have h3 := Nat.mul_le_mul_left (s.card + 1) ham
    rw [Finset.sum_insert ha, Finset.card_insert_of_notMem ha]
    constructor <;> nlinarith

end AngularMomentumBounds
```

Compiling this gives:

```
Main.lean:14:2: error: Invalid alternative name `h0`: Expected `empty` or `insert`
Main.lean:15:2: error: Invalid alternative name `step`: Expected `empty` or `insert`
Main.lean:13:2: error: Alternative `empty` has not been provided
Main.lean:13:2: error: Alternative `insert` has not been provided
```

Cause. All four messages have one cause: the names of the cases. In `induction … using … with`, each alternative after a bar must bear the name that the induction principle gives to that case. For `Finset.induction_on_max` Lean expects `empty`, for the empty set, and `insert`, for adding a new largest element. The file calls them `h0` and `step`, so the first two messages reject these names. The other two report that `empty` and `insert` are missing, since no alternative in the file bears either name.

The diff renames `h0` to `empty` and `step` to `insert`, which supplies both required cases and removes the two invalid names. The variables `a s hlt ih` and the proofs of both cases stay as they were; the mathematical argument needed no change.

The change, after which it compiles:

```diff
@@ -12,6 +12,6 @@
   -- induction on the highest occupied orbital
   induction s using Finset.induction_on_max with
-  | h0 => intro m _; simp
-  | step a s hlt ih =>
+  | empty => intro m _; simp
+  | insert a s hlt ih =>
     intro m hm
     have ha : a ∉ s := fun h => lt_irrefl a (hlt a h)
```
